# At p/q flux quanta per cell (in lowest terms), magnetic translations commute exactly when they span a multiple of q cells

Two invertible complex matrices of finite, nonzero size, `T₁` and `T₂`, stand for the magnetic translations along the two primitive lattice vectors, and exchanging them costs a phase: T₁T₂ = w T₂T₁, with w a primitive q-th root of unity. The translation by a lattice vector (a, b) is taken to be T₁ᵃT₂ᵇ, and the matrices need not be unitary. `commute_iff_dvd_area` says that the translations by u and v commute exactly when q divides u₁v₂ − u₂v₁, the oriented area they span in primitive cells. The proof takes from `exchange_phase` that exchanging the two translations costs w to the power of this area; since their product is invertible and so not zero, they commute only if that power is 1, and the converse is immediate.

The failing Lean file:

```lean
import Mathlib

namespace MagneticSupercell

noncomputable section

/-- The oriented area spanned by two lattice vectors, in units of the primitive cell. -/
def area (u v : ℤ × ℤ) : ℤ := u.1 * v.2 - u.2 * v.1

/-- The magnetic translation `T₁^a T₂^b` by the lattice vector `(a, b)`. -/
def translation {G : Type*} [Group G] (T₁ T₂ : G) (u : ℤ × ℤ) : G :=
  T₁ ^ u.1 * T₂ ^ u.2

/-- If exchanging `x` and `y` costs a central factor `c`, then exchanging `x^a` and `y^b`
costs `c^(ba)`. -/
theorem reorder_powers {G : Type*} [Group G] {c x y : G} (hc : ∀ z, Commute c z)
    (h : x * y = c * (y * x)) (a b : ℤ) :
    x ^ a * y ^ b = c ^ (b * a) * (y ^ b * x ^ a) := by
  -- first move one `x` through `y^b`
  have h1 : SemiconjBy x y (c * y) := by
    change x * y = c * y * x
    rw [h, mul_assoc]
  have h2 : x * y ^ b = c ^ b * y ^ b * x := by
    have h3 := (h1.zpow_right b).eq
    rwa [(hc y).mul_zpow] at h3
  have hcb : ∀ (k : ℤ) (z : G), c ^ k * z = z * c ^ k :=
    fun k z => ((hc z).zpow_left k).eq
  -- then move `y^b` through all powers of `x`
  have h4 : SemiconjBy (y ^ b) (c ^ b * x) x := by
    change y ^ b * (c ^ b * x) = x * y ^ b
    rw [h2, ← mul_assoc, hcb b (y ^ b)]
  have h5 := (h4.zpow_right a).eq
  rw [((hc x).zpow_left b).mul_zpow, ← zpow_mul] at h5
  rw [← h5, ← mul_assoc, ← mul_assoc, hcb (b * a) (y ^ b)]

/-- Two magnetic translations compose to the translation by the summed lattice vector,
up to a power of the central factor `c`. -/
theorem translation_mul {G : Type*} [Group G] {c x y : G} (hc : ∀ z, Commute c z)
    (h : x * y = c * (y * x)) (a b d e : ℤ) :
    (x ^ a * y ^ b) * (x ^ d * y ^ e) = c ^ (-(b * d)) * (x ^ (a + d) * y ^ (b + e)) := by
  have hr : y ^ b * x ^ d = c ^ (-(b * d)) * (x ^ d * y ^ b) := by
    rw [reorder_powers hc h d b, ← mul_assoc, ← zpow_add, neg_add_cancel, zpow_zero, one_mul]
  have hcx : c ^ (-(b * d)) * x ^ a = x ^ a * c ^ (-(b * d)) :=
    ((hc (x ^ a)).zpow_left _).eq
  calc (x ^ a * y ^ b) * (x ^ d * y ^ e) = x ^ a * (y ^ b * x ^ d) * y ^ e := by
        simp only [mul_assoc]
    _ = x ^ a * (c ^ (-(b * d)) * (x ^ d * y ^ b)) * y ^ e := by rw [hr]
    _ = (x ^ a * c ^ (-(b * d))) * (x ^ d * (y ^ b * y ^ e)) := by simp only [mul_assoc]
    _ = c ^ (-(b * d)) * (x ^ (a + d) * y ^ (b + e)) := by
        rw [← hcx, zpow_add, zpow_add]
        simp only [mul_assoc]

variable {n : Type*} [Fintype n] [DecidableEq n] [Nonempty n]
  {T₁ T₂ : (Matrix n n ℂ)ˣ} {w : ℂ} {q : ℕ}

/-- Exchanging two magnetic translations multiplies their product by `w` to the power of
the oriented area that the two lattice vectors span. -/
theorem exchange_phase
    (hT : (T₁ : Matrix n n ℂ) * T₂ = w • ((T₂ : Matrix n n ℂ) * T₁)) (u v : ℤ × ℤ) :
    (translation T₁ T₂ u).val * (translation T₁ T₂ v).val =
      w ^ area u v • ((translation T₁ T₂ v).val * (translation T₁ T₂ u).val) := by
  have hw0 : w ≠ 0 := by
    rintro rfl
    exact (T₁ * T₂).ne_zero (by rw [Units.val_mul, hT, zero_smul])
  -- the phase as a central invertible matrix
  let c : (Matrix n n ℂ)ˣ :=
    Units.map (algebraMap ℂ (Matrix n n ℂ) : ℂ →* Matrix n n ℂ) (Units.mk0 w hw0)
  have hck : ∀ k : ℤ, ((c ^ k : (Matrix n n ℂ)ˣ) : Matrix n n ℂ) =
      algebraMap ℂ (Matrix n n ℂ) (w ^ k) := by
    intro k
    rw [show c ^ k = Units.map (algebraMap ℂ (Matrix n n ℂ) : ℂ →* Matrix n n ℂ)
      (Units.mk0 w hw0 ^ k) from (map_zpow _ _ _).symm]
    change algebraMap ℂ (Matrix n n ℂ) ((Units.mk0 w hw0 ^ k : ℂˣ) : ℂ) = _
    rw [Units.val_zpow_eq_zpow_val, Units.val_mk0]
  have hc : ∀ z, Commute c z := fun z =>
    show c * z = z * c from Units.ext (Algebra.commutes w (z : Matrix n n ℂ))
  have hcT : T₁ * T₂ = c * (T₂ * T₁) := Units.ext (by
    change (T₁ : Matrix n n ℂ) * T₂ =
      algebraMap ℂ (Matrix n n ℂ) w * ((T₂ : Matrix n n ℂ) * T₁)
    rw [hT, Algebra.smul_def])
  have h : translation T₁ T₂ u * translation T₁ T₂ v =
      c ^ area u v * (translation T₁ T₂ v * translation T₁ T₂ u) := by
    unfold translation area
    rw [translation_mul hc hcT u.1 u.2 v.1 v.2, translation_mul hc hcT v.1 v.2 u.1 u.2,
      ← mul_assoc (c ^ (u.1 * v.2 - u.2 * v.1)), ← zpow_add,
      show u.1 * v.2 - u.2 * v.1 + -(v.2 * u.1) = -(u.2 * v.1) by ring,
      add_comm v.1 u.1, add_comm v.2 u.2]
  rw [Algebra.smul_def, ← hck]
  exact congrArg (fun z : (Matrix n n ℂ)ˣ => (z : Matrix n n ℂ)) h

/-- Two magnetic translations commute exactly when `q` divides the area they span. -/
theorem commute_iff_dvd_area (hw : IsPrimitiveRoot w q)
    (hT : (T₁ : Matrix n n ℂ) * T₂ = w • ((T₂ : Matrix n n ℂ) * T₁)) (u v : ℤ × ℤ) :
    Commute (translation T₁ T₂ u) (translation T₁ T₂ v) ↔ (q : ℤ) ∣ area u v := by
  rw [← hw.zpow_eq_one_iff_dvd]
  have hx := exchange_phase hT u v
  constructor
  · intro h
    have h1 : (translation T₁ T₂ u : Matrix n n ℂ) * translation T₁ T₂ v =
        (translation T₁ T₂ v : Matrix n n ℂ) * translation T₁ T₂ u :=
      congrArg Units.val h.eq
    have hne : (translation T₁ T₂ v : Matrix n n ℂ) * translation T₁ T₂ u ≠ 0 :=
      (translation T₁ T₂ v * translation T₁ T₂ u).ne_zero
    have h2 : (w ^ area u v - 1) •
        ((translation T₁ T₂ v : Matrix n n ℂ) * translation T₁ T₂ u) = 0 := by
      rw [sub_smul, one_smul, ← hx, h1, sub_self]
    exact sub_eq_zero.mp ((smul_eq_zero.mp h2).resolve_right hne)
  · intro h
    rw [h, one_smul] at hx
    exact Units.ext hx

end

end MagneticSupercell
```

The error:

```
Main.lean:99:15: error(lean.synthInstanceFailed): failed to synthesize instance of type class
  Group (Matrix n n ℂ)

Hint: Type class instance resolution failures can be inspected with the `set_option trace.Meta.synthInstance true` command.
Main.lean:100:9: error(lean.synthInstanceFailed): failed to synthesize instance of type class
  Group (Matrix n n ℂ)

Hint: Type class instance resolution failures can be inspected with the `set_option trace.Meta.synthInstance true` command.
Main.lean:102:16: error(lean.synthInstanceFailed): failed to synthesize instance of type class
  Group (Matrix n n ℂ)

Hint: Type class instance resolution failures can be inspected with the `set_option trace.Meta.synthInstance true` command.
Main.lean:105:10: error(lean.synthInstanceFailed): failed to synthesize instance of type class
  Group (Matrix n n ℂ)

Hint: Type class instance resolution failures can be inspected with the `set_option trace.Meta.synthInstance true` command.
```

As a diff, the version that Lean accepts:

```diff
@@ -97,11 +97,11 @@
   constructor
   · intro h
-    have h1 : (translation T₁ T₂ u : Matrix n n ℂ) * translation T₁ T₂ v =
-        (translation T₁ T₂ v : Matrix n n ℂ) * translation T₁ T₂ u :=
+    have h1 : (translation T₁ T₂ u).val * (translation T₁ T₂ v).val =
+        (translation T₁ T₂ v).val * (translation T₁ T₂ u).val :=
       congrArg Units.val h.eq
-    have hne : (translation T₁ T₂ v : Matrix n n ℂ) * translation T₁ T₂ u ≠ 0 :=
+    have hne : (translation T₁ T₂ v).val * (translation T₁ T₂ u).val ≠ 0 :=
       (translation T₁ T₂ v * translation T₁ T₂ u).ne_zero
     have h2 : (w ^ area u v - 1) •
-        ((translation T₁ T₂ v : Matrix n n ℂ) * translation T₁ T₂ u) = 0 := by
+        ((translation T₁ T₂ v).val * (translation T₁ T₂ u).val) = 0 := by
       rw [sub_smul, one_smul, ← hx, h1, sub_self]
     exact sub_eq_zero.mp ((smul_eq_zero.mp h2).resolve_right hne)
```

Diagnosis. All four messages say that Lean found no `Group` instance on `Matrix n n ℂ`. There is none to find, as not every matrix has an inverse. The group meant here is that of the invertible matrices, `(Matrix n n ℂ)ˣ`, where `T₁` and `T₂` live.

The type ascription in `(translation T₁ T₂ u : Matrix n n ℂ)` was meant to turn the finished translation into a matrix. But `translation` works in any group `G` and returns an element of `G`, so Lean took the ascribed type as the result type and set `G` to `Matrix n n ℂ`, which `translation` cannot accept.

In `(translation T₁ T₂ u).val` no matrix type is expected of `translation` itself. `G` is read off from `T₁` and `T₂` as the group of units, and `.val` then takes the underlying matrix. The diff does this in `h1`, `hne` and `h2`. The factors without an ascription drew no message; writing `.val` on them too only makes the notation uniform.
